# Multiplets of two equal spins, taken alternately from the largest total spin down, add up to the symmetric and antisymmetric pair dimensions

Let b be a natural number and take two spins of size b/2, so that b = 0, 1, 2, … covers spin 0, 1/2, 1 and so on. The comments in the code call the spin j. In the text, i and j are the indices of the first and the second spin. Each runs from 0 to b, and index i means the projection m = b/2 − i. C(n,2) is the binomial coefficient n(n−1)/2.

```lean
import Mathlib

open Finset

namespace ExchangeSymmetricPairs
```

A pair state is a table ψ of complex amplitudes ψ i j. No normalisation is imposed, since only dimensions are counted.

```lean
/-- Amplitudes of two spins `j` with `b = 2j`; the index `i` labels the projection `m = j - i`. -/
abbrev PairState (b : ℕ) := Fin (b + 1) → Fin (b + 1) → ℂ
```

Exchanging the spins transposes the table. The symmetric states satisfy ψ j i = ψ i j. The proofs inside the definition show that sums and complex multiples keep this property, so that `symPairs b` is a subspace.

```lean
/-- The pair states that are unchanged when the two spins are exchanged. -/
def symPairs (b : ℕ) : Submodule ℂ (PairState b) where
  carrier := {ψ | ∀ i j, ψ j i = ψ i j}
  zero_mem' := fun _ _ => rfl
  add_mem' := by
    intro ψ φ hψ hφ i j
    change ψ j i + φ j i = ψ i j + φ i j
    rw [hψ i j, hφ i j]
  smul_mem' := by
    intro c ψ hψ i j
    change c * ψ j i = c * ψ i j
    rw [hψ i j]
```

The antisymmetric states satisfy ψ j i = −ψ i j and form the subspace `antisymPairs b`.

```lean
/-- The pair states that change sign when the two spins are exchanged. -/
def antisymPairs (b : ℕ) : Submodule ℂ (PairState b) where
  carrier := {ψ | ∀ i j, ψ j i = -ψ i j}
  zero_mem' := fun _ _ => neg_zero.symm
  add_mem' := by
    intro ψ φ hψ hφ i j
    change ψ j i + φ j i = -(ψ i j + φ i j)
    rw [hψ i j, hφ i j]
    ring
  smul_mem' := by
    intro c ψ hψ i j
    change c * ψ j i = -(c * ψ i j)
    rw [hψ i j]
    ring
```

Coupling the two spins gives total spins J = b − k with k = 0, …, b. Each multiplet has 2J + 1 states, and this number is entered here as a definition, not derived from angular momentum operators.

```lean
/-- The dimension `2J + 1` of the multiplet `J = b - k`, for `k ≤ b`. -/
def multipletDim (b k : ℕ) : ℕ := 2 * (b - k) + 1
```

## (a) Counting free amplitudes

**Task.** Let W be a subspace of pair states and R a set of index pairs. Suppose that a state in W which vanishes on R is zero, and that any values on R are taken by some state in W. Show that dim W is the number of pairs in R.

**Solution.** Let L send a state in W to its amplitudes on R. L is linear. The first assumption makes its kernel zero, and the second makes it surjective. Hence W is isomorphic to the space of complex functions on R, whose dimension is |R|.

In Lean the assumptions are `hinj` and `hsurj`; the latter describes the prescribed values by a table F that is zero off R. The proof turns on `LinearEquiv.ofBijective`, which converts a linear map and a proof of bijectivity into a linear isomorphism. No inverse has to be written down and no basis of W constructed. Its `finrank_eq` then carries the dimension across.

```lean
/-- If the amplitudes on the index pairs `R` can be chosen freely and fix the state,
the dimension of the space is the number of these pairs. -/
theorem finrank_eq_card {b : ℕ} (W : Submodule ℂ (PairState b))
    (R : Fin (b + 1) → Fin (b + 1) → Prop) [∀ i j, Decidable (R i j)]
    (hinj : ∀ ψ ∈ W, (∀ i j, R i j → ψ i j = 0) → ψ = 0)
    (hsurj : ∀ F : PairState b, (∀ i j, ¬ R i j → F i j = 0) →
      ∃ ψ ∈ W, ∀ i j, R i j → ψ i j = F i j) :
    Module.finrank ℂ W = #{p : Fin (b + 1) × Fin (b + 1) | R p.1 p.2} := by
  -- restriction of the amplitudes to R is a linear bijection
  let L : W →ₗ[ℂ] ({p : Fin (b + 1) × Fin (b + 1) // R p.1 p.2} → ℂ) :=
    { toFun := fun ψ p => ψ.1 p.1.1 p.1.2
      map_add' := fun _ _ => rfl
      map_smul' := fun _ _ => rfl }
  have hi : Function.Injective L := by
    rw [injective_iff_map_eq_zero]
    intro ψ h
    exact Subtype.ext (hinj ψ.1 ψ.2 fun i j hij => congrFun h ⟨(i, j), hij⟩)
  have hs : Function.Surjective L := by
    intro f
    obtain ⟨ψ, hψ, h⟩ := hsurj (fun i j => if h : R i j then f ⟨(i, j), h⟩ else 0)
      (fun i j h => dif_neg h)
    exact ⟨⟨ψ, hψ⟩, funext fun p => (h _ _ p.2).trans (dif_pos p.2)⟩
  rw [(LinearEquiv.ofBijective L ⟨hi, hs⟩).finrank_eq,
    Module.finrank_fintype_fun_eq_card, Fintype.card_subtype]
```

## (b) A triangular sum

**Task.** Show that the integers 0, …, n − 1 add up to C(n,2).

**Solution.** For n = 0 both sides are zero. If the claim holds for n, adding the next term n gives

C(n,2) + n = C(n,2) + C(n,1) = C(n+1,2)

by Pascal's rule, which is the step `Nat.choose_succ_succ'`.

```lean
/-- The natural numbers below `n` add up to the binomial coefficient `C(n,2)`. -/
theorem sum_range_eq_choose (n : ℕ) : ∑ j ∈ range n, j = n.choose 2 := by
  induction n with
  | zero => rfl
  | succ n ih =>
    have h : (n + 1).choose 2 = n.choose 1 + n.choose 2 := Nat.choose_succ_succ' n 1
    rw [Finset.sum_range_succ, ih, h, Nat.choose_one_right, add_comm]
```

## (c) The symmetric pair space

**Task.** Show that the symmetric space has dimension C(b+2,2).

**Solution.** Let R be the pairs with i ≤ j. A symmetric table that vanishes there vanishes everywhere, by reflection. Conversely, values F on this triangle extend to the symmetric table

ψ i j = F (min i j) (max i j).

By (a), the dimension is the number of pairs with i ≤ j. For fixed j there are j + 1 choices of i, so by (b)

dim = 1 + 2 + … + (b+1) = C(b+2,2).

The Lean proof supplies the two assumptions of (a) in this way; `inner` is the count for fixed j.

The same count appears in code that stores a symmetric matrix in packed form. With zero-based indices and the triangle i ≤ j stored column by column, the columns before column j hold 1 + 2 + … + j entries, so element (i, j) sits at position j(j+1)/2 + i.

```lean
/-- The symmetric pair space of two spins `j = b/2` has dimension `C(b+2,2)`. -/
theorem finrank_symPairs (b : ℕ) : Module.finrank ℂ (symPairs b) = (b + 2).choose 2 := by
  have h : Module.finrank ℂ (symPairs b) =
      #{p : Fin (b + 1) × Fin (b + 1) | p.1 ≤ p.2} := by
    refine finrank_eq_card _ (fun i j => i ≤ j) ?_ ?_
    · intro ψ hs h
      funext i j
      rcases le_total i j with hij | hij
      · exact h i j hij
      · exact (hs j i).trans (h j i hij)
    · intro F _
      -- reflect the upper triangle of amplitudes onto the lower one
      refine ⟨fun i j => F (min i j) (max i j), ?_, ?_⟩
      · intro i j
        change F (min j i) (max j i) = F (min i j) (max i j)
        rw [min_comm j i, max_comm j i]
      · intro i j (h : i ≤ j)
        change F (min i j) (max i j) = F i j
        rw [min_eq_left h, max_eq_right h]
  rw [h, Finset.card_filter, Fintype.sum_prod_type_right]
  have inner : ∀ j : Fin (b + 1),
      (∑ i : Fin (b + 1), if i ≤ j then 1 else 0) = (j : ℕ) + 1 := by
    intro j
    rw [← Finset.card_filter]
    refine Eq.trans ?_ (Fin.card_Iic j)
    exact congrArg Finset.card (by ext i; simp)
  refine (Finset.sum_congr rfl fun j _ => inner j).trans ?_
  have t := sum_range_eq_choose (b + 2)
  rw [Finset.sum_range_succ', add_zero] at t
  exact (Fin.sum_univ_eq_sum_range (fun j => j + 1) (b + 1)).trans t
```

## (d) The antisymmetric pair space

**Task.** Show that the antisymmetric space has dimension C(b+1,2).

**Solution.** On the diagonal, ψ i i = −ψ i i, so ψ i i = 0: two spins in an antisymmetric state never share a projection. The free amplitudes are therefore those with i < j. Given a table F that is zero unless i < j, the antisymmetric table

ψ i j = F i j − F j i

agrees with F for i < j, because F j i is then zero. For fixed j there are j choices of i, and

dim = 0 + 1 + … + b = C(b+1,2).

In Lean, `lt_trichotomy` separates the cases below, on and above the diagonal.

```lean
/-- The antisymmetric pair space of two spins `j = b/2` has dimension `C(b+1,2)`. -/
theorem finrank_antisymPairs (b : ℕ) :
    Module.finrank ℂ (antisymPairs b) = (b + 1).choose 2 := by
  have h : Module.finrank ℂ (antisymPairs b) =
      #{p : Fin (b + 1) × Fin (b + 1) | p.1 < p.2} := by
    refine finrank_eq_card _ (fun i j => i < j) ?_ ?_
    · intro ψ hs h
      funext i j
      change ψ i j = 0
      rcases lt_trichotomy i j with hij | hij | hij
      · exact h i j hij
      · -- equal projections are excluded by the sign change
        subst hij
        have e : ψ i i = -ψ i i := hs i i
        linear_combination (1 / 2) * e
      · exact (hs j i).trans (by rw [h j i hij, neg_zero])
    · intro F hF
      refine ⟨fun i j => F i j - F j i, ?_, ?_⟩
      · intro i j
        exact (neg_sub (F i j) (F j i)).symm
      · intro i j (h : i < j)
        change F i j - F j i = F i j
        rw [hF j i (lt_asymm h), sub_zero]
  rw [h, Finset.card_filter, Fintype.sum_prod_type_right]
  have inner : ∀ j : Fin (b + 1),
      (∑ i : Fin (b + 1), if i < j then 1 else 0) = (j : ℕ) := by
    intro j
    rw [← Finset.card_filter]
    refine Eq.trans ?_ (Fin.card_Iio j)
    exact congrArg Finset.card (by ext i; simp)
  refine (Finset.sum_congr rfl fun j _ => inner j).trans ?_
  exact (Fin.sum_univ_eq_sum_range (fun j => j) (b + 1)).trans (sum_range_eq_choose (b + 1))
```

## (e) The two multiplet sums

**Task.** Let E(b) and O(b) be the sums of 2(b−k) + 1 over the even and the odd k from 0 to b. Show that E(b) = C(b+2,2) and O(b) = C(b+1,2).

**Solution.** For b = 0 the only term is k = 0, so E(0) = 1 and O(0) = 0, as claimed. Now raise b by one. The multiplet k + 1 of the larger pair has the same J, and so the same dimension, as the multiplet k of the smaller one, but the parity of its label has changed. The only new term is k = 0, with dimension 2b + 3. Hence

O(b+1) = E(b) = C(b+2,2),

E(b+1) = (2b+3) + O(b) = (b+2) + (b+1) + C(b+1,2) = C(b+3,2),

where the last equality uses Pascal's rule twice.

Each sum needs the other at the previous step, so Lean proves both in one induction. `Finset.sum_range_succ'` splits off the term k = 0, `hd` states that the dimension is unchanged, and `hE` and `hO` swap the parities.

```lean
/-- The multiplet dimensions add up to `C(b+2,2)` over even `k` and to `C(b+1,2)` over odd `k`. -/
theorem multiplet_sums (b : ℕ) :
    (∑ k ∈ range (b + 1) with Even k, multipletDim b k) = (b + 2).choose 2 ∧
    (∑ k ∈ range (b + 1) with Odd k, multipletDim b k) = (b + 1).choose 2 := by
  simp only [Finset.sum_filter]
  induction b with
  | zero => constructor <;> decide
  | succ b ih =>
    obtain ⟨he, ho⟩ := ih
    -- raising b by one shifts k by one and swaps the parities
    have hd : ∀ k, multipletDim (b + 1) (k + 1) = multipletDim b k := by
      intro k
      unfold multipletDim
      omega
    have hE : ∀ k, (if Even (k + 1) then multipletDim (b + 1) (k + 1) else 0) =
        if Odd k then multipletDim b k else 0 := by
      intro k
      rw [hd]
      exact if_congr (by rw [Nat.even_iff, Nat.odd_iff]; omega) rfl rfl
    have hO : ∀ k, (if Odd (k + 1) then multipletDim (b + 1) (k + 1) else 0) =
        if Even k then multipletDim b k else 0 := by
      intro k
      rw [hd]
      exact if_congr (by rw [Nat.even_iff, Nat.odd_iff]; omega) rfl rfl
    constructor
    · rw [Finset.sum_range_succ', Finset.sum_congr rfl (fun k _ => hE k), ho,
        if_pos (by decide : Even (0 : ℕ))]
      have h1 : (b + 1 + 2).choose 2 = (b + 2).choose 1 + (b + 2).choose 2 :=
        Nat.choose_succ_succ' (b + 2) 1
      have h2 : (b + 2).choose 2 = (b + 1).choose 1 + (b + 1).choose 2 :=
        Nat.choose_succ_succ' (b + 1) 1
      rw [h1, h2, Nat.choose_one_right, Nat.choose_one_right]
      unfold multipletDim
      omega
    · rw [Finset.sum_range_succ', Finset.sum_congr rfl (fun k _ => hO k), he,
        if_neg (by decide : ¬ Odd (0 : ℕ))]
      all_goals rfl
```

## (f) Comparing the dimensions

**Task.** Show that the multiplets with even k have the total dimension of the symmetric space, and those with odd k that of the antisymmetric space.

**Solution.** Both sides of each equality are the same binomial coefficient, by (c), (d) and (e). For b = 1 this is the triplet, 3, and the singlet, 1. For b = 3 the even k give J = 3 and 1, with 7 + 3 = 10 states, and the odd k give J = 2 and 0, with 5 + 1 = 6.

The theorem equates dimensions; that each multiplet actually has exchange sign (−1)^k is a separate fact about Clebsch–Gordan coefficients. Given that fact, for two electrons confined to a single shell of half-integer angular momentum b/2, the odd-k sum counts the states that the Pauli principle allows. A program that builds this two-particle basis can compare its size with C(b+1,2).

```lean
/-- For two spins `j = b/2`, the multiplets `J = 2j - k` with `k` even have the total dimension of
the symmetric pair space, and those with `k` odd that of the antisymmetric pair space. -/
theorem multiplets_exhaust_pairs (b : ℕ) :
    (∑ k ∈ range (b + 1) with Even k, multipletDim b k) = Module.finrank ℂ (symPairs b) ∧
    (∑ k ∈ range (b + 1) with Odd k, multipletDim b k) = Module.finrank ℂ (antisymPairs b) :=
  ⟨(multiplet_sums b).1.trans (finrank_symPairs b).symm,
    (multiplet_sums b).2.trans (finrank_antisymPairs b).symm⟩

end ExchangeSymmetricPairs
```

```lean
#print axioms ExchangeSymmetricPairs.multiplets_exhaust_pairs
```

```
'ExchangeSymmetricPairs.multiplets_exhaust_pairs' depends on axioms: [propext, Classical.choice, Quot.sound]
```
